# Derivative discontinuity of the non-interacting two-site kinetic functional at one particle

An approximate kinetic functional that is differentiable in the site densities has the same slope for adding charge as for removing it. For non-interacting spinless fermions on two sites this is wrong at total particle number one, where the exact functional has a kink whenever the hopping is nonzero and both sites are partly filled. The parts below find the functional and the size of the kink.

## Two sites and their density matrices

The particles are spinless fermions on two sites joined by a hopping amplitude $-t$. The kinetic matrix $T$ has zero diagonal and off-diagonal entries $-t$. The formulas for the functional below assume $t\ge0$. This loses nothing, since changing the sign of one site orbital turns $t$ into $-t$ and leaves the site densities as they are. Lean numbers the sites 0 and 1.

```lean
import Mathlib

open Matrix

namespace TwoSiteKineticFunctional

noncomputable section

/-- The kinetic matrix of two sites joined by the hopping amplitude `-t`. -/
def hopping (t : ℝ) : Matrix (Fin 2) (Fin 2) ℝ := !![0, -t; -t, 0]
```

The one-particle density matrices $D$ are taken here to be real symmetric with $0\le D\le 1$, and the diagonal entries are the site densities $a$ and $b$. In Lean the two inequalities say that `D` and `1 - D` are `PosSemidef`, which includes symmetry. Such a $D$ may describe an ensemble, and $a+b$ need not be an integer.

```lean
/-- The real symmetric one-particle density matrices `0 ≤ D ≤ 1` with site densities `a` and `b`. -/
def densityMatrices (a b : ℝ) : Set (Matrix (Fin 2) (Fin 2) ℝ) :=
  {D | D.PosSemidef ∧ (1 - D).PosSemidef ∧ D 0 0 = a ∧ D 1 1 = b}
```

The functional $T_s(a,b)$ is the infimum of $\operatorname{tr}(TD)$ over these matrices. Allowing complex Hermitian $D$ would not change it: $T$ is real, so the real part of such a $D$ has the same $\operatorname{tr}(TD)$, and it is again an admissible matrix with the same densities. If a density leaves $[0,1]$ there is no such matrix, and Lean's `sInf` of the empty set is 0; the theorems on `Ts` therefore keep both densities in $[0,1]$.

```lean
/-- The noninteracting kinetic functional: the infimum of `tr (T D)` over the density matrices
with site densities `a` and `b`. -/
def Ts (t a b : ℝ) : ℝ :=
  sInf ((fun D => (hopping t * D).trace) '' densityMatrices a b)
```

## (a) Positivity of a symmetric two-by-two matrix

**Task.** Let $a,b,c$ be any real numbers. Show that
$$\begin{pmatrix}a&c\\c&b\end{pmatrix}\ge 0\iff a\ge0,\quad b\ge0,\quad c^2\le ab .$$

**Solution.** Put $q(x,y)=ax^2+2cxy+by^2$. If $q\ge0$ everywhere, then $q(1,0)=a$ and $q(0,1)=b$ are nonnegative. For $a>0$, the value $q(-c,a)=a(ab-c^2)\ge0$ gives the determinant condition. For $a=0$, the value $q(-(b+1),2c)=-4c^2\ge0$ forces $c=0$.

Conversely, if $a>0$, then
$$a\,q(x,y)=(ax+cy)^2+(ab-c^2)y^2\ge0 .$$
If $a=0$, then $c=0$ and $q=by^2\ge0$.

The Lean proof uses the same trial vectors and the same completed square; `linarith` does the comparisons.

```lean
/-- A real symmetric two-by-two matrix is positive semidefinite exactly when its diagonal entries
and its determinant are nonnegative. -/
theorem posSemidef_two_iff (a b c : ℝ) :
    (!![a, c; c, b] : Matrix (Fin 2) (Fin 2) ℝ).PosSemidef ↔ 0 ≤ a ∧ 0 ≤ b ∧ c ^ 2 ≤ a * b := by
  constructor
  · intro h
    have q : ∀ x y : ℝ, 0 ≤ a * x ^ 2 + 2 * c * x * y + b * y ^ 2 := by
      intro x y
      have h1 := h.dotProduct_mulVec_nonneg ![x, y]
      simp [Matrix.mulVec, dotProduct, Fin.sum_univ_two] at h1
      linarith
    have ha : 0 ≤ a := by linarith [q 1 0]
    have hb : 0 ≤ b := by linarith [q 0 1]
    refine ⟨ha, hb, ?_⟩
    rcases ha.eq_or_lt with h0 | h0
    · have h2 := q (-(b + 1)) (2 * c)
      rw [← h0] at h2 ⊢
      linarith
    · -- the trial vector (-c, a) isolates the determinant
      have h2 : a * (c ^ 2) ≤ a * (a * b) := by linarith [q (-c) a]
      exact le_of_mul_le_mul_left h2 h0
  · rintro ⟨ha, hb, hc⟩
    rw [Matrix.posSemidef_iff_dotProduct_mulVec]
    refine ⟨Matrix.IsHermitian.ext fun i j => by fin_cases i <;> fin_cases j <;> simp, ?_⟩
    intro v
    have q : 0 ≤ a * v 0 ^ 2 + 2 * c * v 0 * v 1 + b * v 1 ^ 2 := by
      rcases ha.eq_or_lt with h0 | h0
      · have hc0 : c = 0 := by
          rw [← h0, zero_mul] at hc
          exact pow_eq_zero_iff (two_ne_zero) |>.1 (le_antisymm hc (sq_nonneg c))
        rw [← h0, hc0]
        have := mul_nonneg hb (sq_nonneg (v 1))
        linarith
      · -- complete the square
        have h1 := mul_nonneg (sub_nonneg.2 hc) (sq_nonneg (v 1))
        have h2 := sq_nonneg (a * v 0 + c * v 1)
        have h3 : a * 0 ≤ a * (a * v 0 ^ 2 + 2 * c * v 0 * v 1 + b * v 1 ^ 2) := by
          linarith
        exact le_of_mul_le_mul_left h3 h0
    simp [Matrix.mulVec, dotProduct, Fin.sum_univ_two]
    linarith
```

## (b) The bond order as the only freedom

**Task.** For $a,b\in[0,1]$, show that the admissible matrices are exactly
$$D=\begin{pmatrix}a&c\\c&b\end{pmatrix},\qquad c^2\le\min\bigl(ab,(1-a)(1-b)\bigr).$$

**Solution.** Symmetry and the fixed diagonal leave one free number, the bond order $c=D_{01}$. By (a), $D\ge0$ requires $c^2\le ab$. The hole matrix $1-D$ has diagonal $1-a,\,1-b$ and off-diagonal entry $-c$, so $1-D\ge0$ requires $c^2\le(1-a)(1-b)$. The remaining conditions of (a) hold because the densities lie in $[0,1]$.

In the code, `hole` computes $1-D$, and `posSemidef_two_iff` is applied to both matrices.

```lean
/-- For site densities in `[0,1]`, the only freedom in `D` is the bond order `c`, whose square is
bounded by the product of the densities and by the product of the hole densities. -/
theorem mem_densityMatrices_iff {a b : ℝ} (ha : a ∈ Set.Icc (0 : ℝ) 1)
    (hb : b ∈ Set.Icc (0 : ℝ) 1) (D : Matrix (Fin 2) (Fin 2) ℝ) :
    D ∈ densityMatrices a b ↔
      ∃ c, D = !![a, c; c, b] ∧ c ^ 2 ≤ min (a * b) ((1 - a) * (1 - b)) := by
  have hole : ∀ c : ℝ, (1 : Matrix (Fin 2) (Fin 2) ℝ) - !![a, c; c, b]
      = !![1 - a, -c; -c, 1 - b] := by
    intro c
    ext i j
    fin_cases i <;> fin_cases j <;> simp
  constructor
  · rintro ⟨h0, h1, h2, h3⟩
    have hs : D 1 0 = D 0 1 := by simpa using h0.isHermitian.apply 0 1
    obtain ⟨c, rfl⟩ : ∃ c, D = !![a, c; c, b] := by
      refine ⟨D 0 1, ?_⟩
      ext i j
      fin_cases i <;> fin_cases j <;> simp [h2, h3, hs]
    rw [hole, posSemidef_two_iff, neg_sq] at h1
    exact ⟨c, rfl, le_min ((posSemidef_two_iff a b c).1 h0).2.2 h1.2.2⟩
  · rintro ⟨c, rfl, hc⟩
    refine ⟨(posSemidef_two_iff a b c).2 ⟨ha.1, hb.1, hc.trans (min_le_left _ _)⟩, ?_, rfl, rfl⟩
    rw [hole, posSemidef_two_iff, neg_sq]
    exact ⟨sub_nonneg.2 ha.2, sub_nonneg.2 hb.2, hc.trans (min_le_right _ _)⟩
```

## (c) Kinetic energy from the bond order

**Task.** Show that
$$\operatorname{tr}(TD)=-2tc .$$

**Solution.** Each diagonal entry of $TD$ is $-tc$, and there are two of them. Lean multiplies out the matrices and lets `ring` collect the terms.

```lean
/-- The kinetic energy is `-2t` times the bond order. -/
theorem energy_eq (t a b c : ℝ) : (hopping t * !![a, c; c, b]).trace = -2 * t * c := by
  rw [hopping, Matrix.mul_fin_two, Matrix.trace_fin_two_of]
  ring
```

## (d) The minimum at fixed densities

**Task.** For $t\ge0$ and $a,b\in[0,1]$, show that the minimum exists and is
$$\min_D\operatorname{tr}(TD)=-2t\sqrt{\min\bigl(ab,(1-a)(1-b)\bigr)} .$$

**Solution.** Write $M$ for the inner minimum, which is nonnegative. By (b), $c\le|c|\le\sqrt M$, so $-2tc\ge-2t\sqrt M$. The choice $c=\sqrt M$ is admissible and gives equality.

`IsLeast` states both halves: the value belongs to the set of energies, and it is a lower bound for that set. The proof treats them in this order.

```lean
/-- For `t ≥ 0` and site densities in `[0,1]`, the minimum of `tr (T D)` is attained and equals
`-2t √(min (ab, (1-a)(1-b)))`. -/
theorem isLeast_energy {t a b : ℝ} (ht : 0 ≤ t) (ha : a ∈ Set.Icc (0 : ℝ) 1)
    (hb : b ∈ Set.Icc (0 : ℝ) 1) :
    IsLeast ((fun D => (hopping t * D).trace) '' densityMatrices a b)
      (-2 * t * √(min (a * b) ((1 - a) * (1 - b)))) := by
  have hm : 0 ≤ min (a * b) ((1 - a) * (1 - b)) :=
    le_min (mul_nonneg ha.1 hb.1) (mul_nonneg (sub_nonneg.2 ha.2) (sub_nonneg.2 hb.2))
  constructor
  · exact ⟨_, (mem_densityMatrices_iff ha hb _).2 ⟨_, rfl, (Real.sq_sqrt hm).le⟩,
      energy_eq _ _ _ _⟩
  · rintro _ ⟨D, hD, rfl⟩
    obtain ⟨c, rfl, hc⟩ := (mem_densityMatrices_iff ha hb D).1 hD
    have h1 := mul_le_mul_of_nonneg_left ((le_abs_self c).trans (Real.abs_le_sqrt hc)) ht
    change _ ≤ (hopping t * !![a, c; c, b]).trace
    rw [energy_eq]
    linarith
```

## (e) Particle branch and hole branch

**Task.** Under the same conditions, show that
$$T_s(a,b)=\begin{cases}-2t\sqrt{ab}, & a+b\le1,\\[2pt]-2t\sqrt{(1-a)(1-b)}, & a+b\ge1.\end{cases}$$

**Solution.** Since $(1-a)(1-b)-ab=1-a-b$, the first product is the smaller one up to total number one and the second from there on. They agree at $a+b=1$.

The step `csInf_eq` identifies the infimum `Ts` with the minimum from (d); `min_eq_left` and `min_eq_right` then select the branch.

```lean
/-- For `t ≥ 0` and site densities in `[0,1]`, the functional is `-2t √(ab)` up to total particle
number one and `-2t √((1-a)(1-b))` from there on. -/
theorem Ts_branches {t a b : ℝ} (ht : 0 ≤ t) (ha : a ∈ Set.Icc (0 : ℝ) 1)
    (hb : b ∈ Set.Icc (0 : ℝ) 1) :
    (a + b ≤ 1 → Ts t a b = -2 * t * √(a * b)) ∧
      (1 ≤ a + b → Ts t a b = -2 * t * √((1 - a) * (1 - b))) := by
  have h : Ts t a b = _ := (isLeast_energy ht ha hb).csInf_eq
  constructor <;> intro hab
  · rw [h, min_eq_left (by linarith)]
  · rw [h, min_eq_right (by linarith)]
```

## (f) Slope of a square-root energy

**Task.** Let $g$ have derivative $k$ at $x$, with $g(x)>0$. Show that
$$\frac{d}{dy}\Bigl[-2t\sqrt{g(y)}\Bigr]_{y=x}=-\frac{tk}{\sqrt{g(x)}} .$$

**Solution.** The chain rule gives $-2t\cdot k/(2\sqrt{g(x)})$. `HasDerivAt g k x` says that the derivative exists and has the value $k$.

```lean
/-- The chain rule for an energy `-2t √g` where `g` is positive. -/
theorem hasDerivAt_root {t k x : ℝ} {g : ℝ → ℝ} (hg : HasDerivAt g k x) (h : 0 < g x) :
    HasDerivAt (fun y => -2 * t * √(g y)) (-t * k / √(g x)) x :=
  ((hg.sqrt h.ne').const_mul (-2 * t)).congr_deriv (by ring)
```

## (g) Slopes away from one particle

**Task.** For $t\ge0$ and $0<a,b<1$, show that
$$\frac{\partial T_s}{\partial a}=\begin{cases}-\dfrac{tb}{\sqrt{ab}}, & a+b<1,\\[8pt]\dfrac{t(1-b)}{\sqrt{(1-a)(1-b)}}, & a+b>1.\end{cases}$$

**Solution.** Below one particle, use (f) with $g(x)=xb$ and $k=b$. Above it, use $g(x)=(1-x)(1-b)$ and $k=-(1-b)$. In each case the same branch of (e) holds throughout a neighbourhood of $a$, so its derivative is that of $T_s$.

The neighbourhoods in Lean are the intervals $(0,1-b)$ and $(1-b,1)$; `congr_of_eventuallyEq` transfers the derivative from the branch to `Ts`.

```lean
/-- For `t ≥ 0` and densities strictly between 0 and 1, the functional has an ordinary derivative
in the first density whenever the total particle number differs from one. -/
theorem hasDerivAt_off_integer {t a b : ℝ} (ht : 0 ≤ t) (ha : a ∈ Set.Ioo (0 : ℝ) 1)
    (hb : b ∈ Set.Ioo (0 : ℝ) 1) :
    (a + b < 1 → HasDerivAt (fun x => Ts t x b) (-t * b / √(a * b)) a) ∧
      (1 < a + b →
        HasDerivAt (fun x => Ts t x b) (t * (1 - b) / √((1 - a) * (1 - b))) a) := by
  obtain ⟨ha0, ha1⟩ := ha
  obtain ⟨hb0, hb1⟩ := hb
  constructor <;> intro hab
  · refine (hasDerivAt_root (hasDerivAt_mul_const b)
      (mul_pos ha0 hb0)).congr_of_eventuallyEq ?_
    filter_upwards [Ioo_mem_nhds ha0 (show a < 1 - b by linarith)] with x hx
    exact (Ts_branches ht ⟨hx.1.le, by linarith [hx.2]⟩ ⟨hb0.le, hb1.le⟩).1 (by linarith [hx.2])
  · have h := hasDerivAt_root (t := t) (((hasDerivAt_id' a).const_sub 1).mul_const (1 - b))
      (mul_pos (sub_pos.2 ha1) (sub_pos.2 hb1))
    refine (h.congr_deriv (by ring)).congr_of_eventuallyEq ?_
    filter_upwards [Ioo_mem_nhds (show 1 - b < a by linarith) ha1] with x hx
    exact (Ts_branches ht ⟨by linarith [hx.1], hx.2.le⟩ ⟨hb0.le, hb1.le⟩).2 (by linarith [hx.1])
```

## (h) The two slopes at one particle

**Task.** Let $t\ge0$ and $0<p<1$. Hold the second density at $1-p$ and vary the first, $x$, around $p$. Show that the left and right slopes are
$$s_-=-\frac{t(1-p)}{\sqrt{p(1-p)}},\qquad s_+=\frac{tp}{\sqrt{p(1-p)}} .$$

**Solution.** The total number is $x+1-p$. For $x\le p$ it is at most one, so $T_s=-2t\sqrt{x(1-p)}$, and (f) with $k=1-p$ gives $s_-$. For $x\ge p$ the hole branch applies, $T_s=-2t\sqrt{(1-x)p}$, and $k=-p$ gives $s_+$.

`HasDerivWithinAt` on `Set.Iic p` is the left derivative, and on `Set.Ici p` the right one. The proof differentiates each branch and then restricts it to its half-line.

```lean
/-- For `t ≥ 0` and `0 < p < 1`, the functional has a left and a right derivative in the first
density at `(p, 1-p)`, with the values shown. -/
theorem one_sided_slopes {t p : ℝ} (ht : 0 ≤ t) (hp0 : 0 < p) (hp1 : p < 1) :
    HasDerivWithinAt (fun x => Ts t x (1 - p)) (-t * (1 - p) / √(p * (1 - p))) (Set.Iic p) p ∧
      HasDerivWithinAt (fun x => Ts t x (1 - p)) (t * p / √(p * (1 - p))) (Set.Ici p) p := by
  have hq : 1 - p ∈ Set.Icc (0 : ℝ) 1 := ⟨by linarith, by linarith⟩
  have hp : p ∈ Set.Icc (0 : ℝ) 1 := ⟨hp0.le, hp1.le⟩
  constructor
  · -- removing charge follows the particle branch
    refine (hasDerivAt_root (hasDerivAt_mul_const (1 - p))
      (mul_pos hp0 (sub_pos.2 hp1))).hasDerivWithinAt.congr_of_eventuallyEq ?_
      ((Ts_branches ht hp hq).1 (by linarith))
    filter_upwards [self_mem_nhdsWithin, mem_nhdsWithin_of_mem_nhds (Ioi_mem_nhds hp0)]
      with x hx hx0
    have h1 : x ≤ p := hx
    have h2 : 0 < x := hx0
    exact (Ts_branches ht ⟨h2.le, by linarith⟩ hq).1 (by linarith)
  · -- adding charge follows the hole branch
    have e : (1 - p) * (1 - (1 - p)) = p * (1 - p) := by ring
    have h : HasDerivAt (fun y => -2 * t * √((1 - y) * (1 - (1 - p))))
        (t * p / √(p * (1 - p))) p := by
      have h0 := hasDerivAt_root (t := t)
        (((hasDerivAt_id' p).const_sub 1).mul_const (1 - (1 - p)))
        (mul_pos (sub_pos.2 hp1) (by linarith))
      refine h0.congr_deriv ?_
      simp only [e]
      ring
    refine h.hasDerivWithinAt.congr_of_eventuallyEq ?_ ((Ts_branches ht hp hq).2 (by linarith))
    filter_upwards [self_mem_nhdsWithin, mem_nhdsWithin_of_mem_nhds (Iio_mem_nhds hp1)]
      with x hx hx1
    have h1 : p ≤ x := hx
    have h2 : x < 1 := hx1
    exact (Ts_branches ht ⟨by linarith, h2.le⟩ hq).2 (by linarith)
```

## (i) The size of the jump

**Task.** Under the conditions of (h), show that
$$s_+-s_-=\frac{t}{\sqrt{p(1-p)}} .$$

**Solution.** The numerators add up to $tp+t(1-p)=t$. In Lean, `derivWithin` denotes the one-sided slope as a number, and (h) supplies its value because a derivative within a half-line is unique.

For $t>0$ the jump is the Kohn-Sham gap of this two-site density. With on-site energies $v_0,v_1$ added to $T$, the levels are separated by $\Delta=\sqrt{(v_0-v_1)^2+4t^2}$, and the filled lower orbital has bond order $t/\Delta$. An orbital with density $(p,1-p)$ has a bond order of magnitude $\sqrt{p(1-p)}$, and $t/\Delta$ is positive, hence $\Delta=t/\sqrt{p(1-p)}$. The code contains no on-site energies and ends at the jump itself.

```lean
/-- Derivative discontinuity: for `t ≥ 0` and `0 < p < 1`, the slope of the functional in the
first density jumps by `t / √(p(1-p))` at `(p, 1-p)`. -/
theorem derivative_jump {t p : ℝ} (ht : 0 ≤ t) (hp0 : 0 < p) (hp1 : p < 1) :
    derivWithin (fun x => Ts t x (1 - p)) (Set.Ici p) p
      - derivWithin (fun x => Ts t x (1 - p)) (Set.Iic p) p = t / √(p * (1 - p)) := by
  obtain ⟨hL, hR⟩ := one_sided_slopes ht hp0 hp1
  rw [hR.derivWithin (uniqueDiffOn_Ici p p (Set.mem_Ici.2 le_rfl)),
    hL.derivWithin (uniqueDiffOn_Iic p p (Set.mem_Iic.2 le_rfl))]
  ring
```

## (j) Minimisers at one particle

**Task.** For $t>0$ and $0\le p\le1$, let $D$ attain the minimum at densities $(p,1-p)$. Show that
$$D^2=D .$$

**Solution.** By (c) and (e), $-2tc=-2t\sqrt{p(1-p)}$, so $c=\sqrt{p(1-p)}$. The diagonal entries of $D^2$ are $p^2+c^2=p$ and $c^2+(1-p)^2=1-p$, and the off-diagonal entry is $pc+c(1-p)=c$. The minimiser is thus the projector onto the single orbital $(\sqrt p,\sqrt{1-p})$.

Assuming only $t\ge0$ would not be enough: at $t=0$ every admissible matrix is a minimiser, including $\tfrac12\cdot 1$ at $p=\tfrac12$, which is not idempotent.

Lean cancels the nonzero factor `-2 * t` to find $c$, and `e1` to `e4` are the four entries of $D^2$.

```lean
/-- For `t > 0` and `0 ≤ p ≤ 1`, every density matrix that attains the minimum at site densities
`(p, 1-p)` is idempotent. -/
theorem minimizer_idempotent {t p : ℝ} (ht : 0 < t) (hp : p ∈ Set.Icc (0 : ℝ) 1)
    {D : Matrix (Fin 2) (Fin 2) ℝ} (hD : D ∈ densityMatrices p (1 - p))
    (hmin : (hopping t * D).trace = Ts t p (1 - p)) : D * D = D := by
  have hq : 1 - p ∈ Set.Icc (0 : ℝ) 1 := ⟨by linarith [hp.2], by linarith [hp.1]⟩
  obtain ⟨c, rfl, -⟩ := (mem_densityMatrices_iff hp hq D).1 hD
  rw [energy_eq, (Ts_branches ht.le hp hq).1 (by linarith)] at hmin
  -- the bond order takes its largest allowed value
  have hc : c = √(p * (1 - p)) := mul_left_cancel₀ (by linarith : -2 * t < 0).ne hmin
  have hc2 : c ^ 2 = p * (1 - p) := by rw [hc, Real.sq_sqrt (mul_nonneg hp.1 hq.1)]
  have e1 : p * p + c * c = p := by linear_combination hc2
  have e2 : p * c + c * (1 - p) = c := by ring
  have e3 : c * p + (1 - p) * c = c := by ring
  have e4 : c * c + (1 - p) * (1 - p) = 1 - p := by linear_combination hc2
  rw [Matrix.mul_fin_two, e1, e2, e3, e4]

end

end TwoSiteKineticFunctional
```

## Numbers for the density (0.2, 0.8)

Take $t=1$ and $p=0.2$. The bond order is $\sqrt{0.16}=0.4$, so $T_s=-0.8$. The slopes are $s_-=-0.8/0.4=-2$ and $s_+=0.2/0.4=0.5$. Their difference is $2.5=1/0.4$, as (i) requires. The minimiser has diagonal $(0.2,0.8)$ and off-diagonal entry $0.4$; the first entry of its square is $0.04+0.16=0.2$.

```lean
#print axioms TwoSiteKineticFunctional.hasDerivAt_off_integer
#print axioms TwoSiteKineticFunctional.derivative_jump
#print axioms TwoSiteKineticFunctional.minimizer_idempotent
```

```
'TwoSiteKineticFunctional.hasDerivAt_off_integer' depends on axioms: [propext, Classical.choice, Quot.sound]
'TwoSiteKineticFunctional.derivative_jump' depends on axioms: [propext, Classical.choice, Quot.sound]
'TwoSiteKineticFunctional.minimizer_idempotent' depends on axioms: [propext, Classical.choice, Quot.sound]
```
